# Adding a positive multiple of the identity to the overlap matrix raises a negative ground energy

Diffuse Gaussians on neighbouring atoms can be almost the same function. The overlap matrix S then has an eigenvalue close to zero, and solving Hc = E Sc becomes numerically delicate. One remedy is to add a small positive number δ to every diagonal element of S and leave the Hamiltonian matrix H alone. The matrix is then better conditioned, but the eigenvalue problem is a different one. In which direction does the ground energy move, and by how much?

The setting is a finite real basis with a fixed symmetric H, as in a one-electron problem or a single diagonalization step; self-consistent changes of H are left out. The basis functions are labelled by `n`, and coefficient vectors are functions `n → ℝ`. The dot in x·y is the plain sum of products, written `⬝ᵥ` in Lean, and `*ᵥ` applies a matrix to a vector.

```lean
import Mathlib

open Matrix

namespace OverlapRegularization

variable {n : Type*} [Fintype n] [DecidableEq n]
variable {H S : Matrix n n ℝ} {E E₀ δ : ℝ} {c : n → ℝ}
```

Linear independence of the basis functions makes S positive definite: x·Sx is the squared norm of the orbital with coefficients x. Unit diagonal elements are not required.

```lean
/-- An overlap matrix of linearly independent real basis functions: symmetric and
positive definite. -/
def IsOverlap (S : Matrix n n ℝ) : Prop :=
  S.IsSymm ∧ ∀ x : n → ℝ, x ≠ 0 → 0 < x ⬝ᵥ S *ᵥ x
```

The ground energy is defined by the eigenvalue equation alone, as the least E for which a nonzero solution exists. The variational principle has to be derived.

```lean
/-- `E` is the lowest number for which `H c = E S c` has a nonzero solution `c`. -/
def IsGroundEnergy (H S : Matrix n n ℝ) (E : ℝ) : Prop :=
  IsLeast {F : ℝ | ∃ c : n → ℝ, c ≠ 0 ∧ H *ᵥ c = F • (S *ᵥ c)} E
```

The regularized overlap is S + δ1, where 1 is the identity matrix.

```lean
/-- The regularized overlap `S + δ 1`. -/
def regularize (S : Matrix n n ℝ) (δ : ℝ) : Matrix n n ℝ :=
  S + δ • (1 : Matrix n n ℝ)
```

## (a) The regularized overlap acting on a vector

Show that, for every x,

(S + δ1)x = Sx + δx.

**Solution.** Distribute the product over the sum and use 1x = x. The Lean proof rewrites with these same rules.

```lean
/-- The regularized overlap acts on a coefficient vector as `S x + δ x`. -/
theorem regularize_mulVec (S : Matrix n n ℝ) (δ : ℝ) (x : n → ℝ) :
    regularize S δ *ᵥ x = S *ᵥ x + δ • x := by
  simp only [regularize, Matrix.add_mulVec, Matrix.smul_mulVec, Matrix.one_mulVec]
```

## (b) Positive definiteness survives

Let δ ≥ 0. Show that S + δ1 is symmetric and that, for x ≠ 0,

x·(S + δ1)x > 0.

**Solution.** Both terms of the matrix are symmetric. By (a),

x·(S + δ1)x = x·Sx + δ x·x,

where the first term is positive and the second is nonnegative. In Lean, `positivity` draws this conclusion from `h1`, `h2` and `hδ`.

```lean
/-- Adding a nonnegative multiple of the identity to an overlap matrix gives a symmetric
positive definite matrix again. -/
theorem isOverlap_regularize (hS : IsOverlap S) (hδ : 0 ≤ δ) :
    IsOverlap (regularize S δ) := by
  refine ⟨hS.1.add (Matrix.isSymm_one.smul δ), fun x hx => ?_⟩
  have h1 := hS.2 x hx
  have h2 : 0 ≤ x ⬝ᵥ x := Finset.sum_nonneg fun i _ => mul_self_nonneg (x i)
  rw [regularize_mulVec, dotProduct_add, dotProduct_smul, smul_eq_mul]
  positivity
```

## (c) A vector that attains the lower bound is an eigenvector

Let H and S be symmetric, and let E satisfy E x·Sx ≤ x·Hx for all x, with equality at x = c. Show that

Hc = E Sc.

**Solution.** Put A = H − ES. Then A is symmetric, x·Ax ≥ 0 for all x, and c·Ac = 0. Let y = Ac be the residual, so that c·y = 0 and, by symmetry, c·Ay = y·y. For real s and t,

0 ≤ (sc + ty)·A(sc + ty) = 2st y·y + t² y·Ay.

Choose s = y·Ay + 1 and t = −y·y. The right-hand side becomes

−(y·Ay + 2)(y·y)².

Since y·Ay ≥ 0, this is nonnegative only if y·y = 0. Hence y = 0, which is the eigenvalue equation.

In the code, `key` is the inequality in s and t, `hk` inserts the choice, and `nlinarith` extracts y·y = 0. Positive definiteness of S is not used.

```lean
omit [DecidableEq n] in
/-- For symmetric `H` and `S`, if `E (x·Sx) ≤ x·Hx` for every `x`, with equality at `x = c`, then
`c` solves `H c = E S c`. -/
theorem eigen_of_attains (hH : H.IsSymm) (hS : S.IsSymm)
    (hvar : ∀ x : n → ℝ, E * (x ⬝ᵥ S *ᵥ x) ≤ x ⬝ᵥ H *ᵥ x)
    (hc : c ⬝ᵥ H *ᵥ c = E * (c ⬝ᵥ S *ᵥ c)) : H *ᵥ c = E • (S *ᵥ c) := by
  obtain ⟨A, hA⟩ : ∃ A, A = H - E • S := ⟨_, rfl⟩
  have hAs : A.IsSymm := by rw [hA]; exact hH.sub (hS.smul E)
  have hmul : ∀ x : n → ℝ, A *ᵥ x = H *ᵥ x - E • (S *ᵥ x) := fun x => by
    rw [hA, Matrix.sub_mulVec, Matrix.smul_mulVec]
  have hform : ∀ x : n → ℝ, x ⬝ᵥ A *ᵥ x = x ⬝ᵥ H *ᵥ x - E * (x ⬝ᵥ S *ᵥ x) := fun x => by
    rw [hmul, dotProduct_sub, dotProduct_smul, smul_eq_mul]
  have hpos : ∀ x : n → ℝ, 0 ≤ x ⬝ᵥ A *ᵥ x := fun x => by
    rw [hform]; linarith [hvar x]
  -- the residual y = (H - E S) c
  obtain ⟨y, hy⟩ : ∃ y, y = A *ᵥ c := ⟨_, rfl⟩
  have h0 : c ⬝ᵥ y = 0 := by rw [hy, hform]; linarith
  have hsym : c ⬝ᵥ A *ᵥ y = y ⬝ᵥ y := by
    rw [Matrix.dotProduct_mulVec, ← Matrix.mulVec_transpose, hAs.eq, ← hy]
  -- the quadratic form of A is nonnegative at s c + t y
  have key : ∀ s t : ℝ, 0 ≤ 2 * s * t * (y ⬝ᵥ y) + t ^ 2 * (y ⬝ᵥ A *ᵥ y) := by
    intro s t
    have h := hpos (s • c + t • y)
    simp only [Matrix.mulVec_add, Matrix.mulVec_smul, add_dotProduct, dotProduct_add,
      smul_dotProduct, dotProduct_smul, smul_eq_mul, ← hy, hsym, h0] at h
    linarith
  have hk := key (y ⬝ᵥ A *ᵥ y + 1) (-(y ⬝ᵥ y))
  have hp : (y ⬝ᵥ y) ^ 2 ≤ 0 := by
    nlinarith [mul_nonneg (sq_nonneg (y ⬝ᵥ y)) (hpos y), sq_nonneg (y ⬝ᵥ y)]
  have hyy : y ⬝ᵥ y = 0 := by nlinarith [sq_nonneg (y ⬝ᵥ y)]
  have hz : y = 0 := dotProduct_self_eq_zero.1 hyy
  rw [hy, hmul] at hz
  exact sub_eq_zero.1 hz
```

## (d) A ground energy exists

Let the basis be nonempty, H symmetric and S an overlap matrix. Show that there is a ground energy E and that, for all x,

E x·Sx ≤ x·Hx.

**Solution.** The Rayleigh quotient

R(x) = x·Hx / x·Sx

is continuous on the unit sphere, which is compact, so it has a minimum there at some c. Put E = R(c). Scaling x does not change R(x), so E ≤ R(x) for every x ≠ 0. Multiplying by x·Sx gives the inequality, and x = 0 is trivial. Equality holds at c, so (c) gives Hc = E Sc. If also Hd = F Sd with d ≠ 0, then

E d·Sd ≤ d·Hd = F d·Sd,

and E ≤ F. Thus E is the least eigenvalue.

Lean's norm on `n → ℝ` is the largest absolute component, so its "sphere" is the surface of a cube; the argument needs only compactness and scaling. The inequality for all x is `hvar`, and the last two bullets show that E is an eigenvalue and the least one.

```lean
omit [DecidableEq n] in
/-- In a nonempty basis, a symmetric `H` with an overlap matrix `S` has a ground energy,
and it bounds every trial energy from below. -/
theorem exists_groundEnergy [Nonempty n] (hH : H.IsSymm) (hS : IsOverlap S) :
    ∃ E, IsGroundEnergy H S E ∧
      ∀ x : n → ℝ, E * (x ⬝ᵥ S *ᵥ x) ≤ x ⬝ᵥ H *ᵥ x := by
  have hcont : ∀ A : Matrix n n ℝ, Continuous fun x : n → ℝ => x ⬝ᵥ A *ᵥ x := by
    intro A
    simp only [dotProduct, Matrix.mulVec]
    fun_prop
  have hne : ∀ x ∈ Metric.sphere (0 : n → ℝ) 1, x ≠ 0 := by
    rintro x hx rfl
    simp at hx
  -- the Rayleigh quotient has a minimum on the compact unit sphere
  obtain ⟨c, hc, hmin⟩ := (isCompact_sphere (0 : n → ℝ) 1).exists_isMinOn
    (NormedSpace.sphere_nonempty.2 zero_le_one)
    ((hcont H).continuousOn.div (hcont S).continuousOn
      fun x hx => (hS.2 x (hne x hx)).ne')
  have hvar : ∀ x : n → ℝ,
      (c ⬝ᵥ H *ᵥ c) / (c ⬝ᵥ S *ᵥ c) * (x ⬝ᵥ S *ᵥ x) ≤ x ⬝ᵥ H *ᵥ x := by
    intro x
    by_cases hx : x = 0
    · simp [hx]
    have hx' : ‖x‖ ≠ 0 := norm_ne_zero_iff.2 hx
    have hmem : ‖x‖⁻¹ • x ∈ Metric.sphere (0 : n → ℝ) 1 := by
      rw [mem_sphere_zero_iff_norm, norm_smul, norm_inv, norm_norm, inv_mul_cancel₀ hx']
    have h : (c ⬝ᵥ H *ᵥ c) / (c ⬝ᵥ S *ᵥ c) ≤ ((‖x‖⁻¹ • x) ⬝ᵥ H *ᵥ (‖x‖⁻¹ • x)) /
        ((‖x‖⁻¹ • x) ⬝ᵥ S *ᵥ (‖x‖⁻¹ • x)) := isMinOn_iff.1 hmin _ hmem
    simp only [Matrix.mulVec_smul, smul_dotProduct, dotProduct_smul, smul_eq_mul] at h
    rw [mul_div_mul_left _ _ (inv_ne_zero hx'), mul_div_mul_left _ _ (inv_ne_zero hx'),
      le_div_iff₀ (hS.2 x hx)] at h
    exact h
  refine ⟨_, ⟨⟨c, hne c hc, eigen_of_attains hH hS.1 hvar ?_⟩, ?_⟩, hvar⟩
  · rw [div_mul_cancel₀ _ (hS.2 c (hne c hc)).ne']
  · rintro F ⟨d, hd, hF⟩
    have h := hvar d
    rw [hF, dotProduct_smul, smul_eq_mul] at h
    exact le_of_mul_le_mul_right h (hS.2 d hd)
```

## (e) The variational principle

Now let E be given as the ground energy of H and S. Show that every trial vector x obeys

E x·Sx ≤ x·Hx.

**Solution.** A ground energy comes with a nonzero eigenvector, so the basis is nonempty and (d) supplies a ground energy with this property. A set has only one least element, so the two energies agree. That is the step `IsLeast.unique`.

```lean
omit [DecidableEq n] in
/-- Variational principle in a nonorthogonal basis: for symmetric `H` and an overlap matrix
`S`, the ground energy satisfies `E (x·Sx) ≤ x·Hx` for every `x`. -/
theorem variational (hH : H.IsSymm) (hS : IsOverlap S) (hE : IsGroundEnergy H S E)
    (x : n → ℝ) : E * (x ⬝ᵥ S *ᵥ x) ≤ x ⬝ᵥ H *ᵥ x := by
  obtain ⟨d, hd, -⟩ := hE.1
  obtain ⟨i, -⟩ := Function.ne_iff.1 hd
  have : Nonempty n := ⟨i⟩
  obtain ⟨F, hF, hv⟩ := exists_groundEnergy hH hS
  rw [IsLeast.unique hE hF]
  exact hv x
```

## (f) An upper bound from the unregularized state

Let Hc = E₀ Sc with c·Sc = 1, let δ ≥ 0, and let E be the ground energy for S + δ1. Show that

E ≤ E₀ / (1 + δ c·c).

**Solution.** Use c as a trial vector in the regularized problem. Its squared norm there is c·(S + δ1)c = 1 + δ c·c, while c·Hc = E₀. By (e),

E (1 + δ c·c) ≤ E₀,

and the factor on the left is positive. The right-hand side of the target is the energy of the trial vector after normalization to c / √(1 + δ c·c).

The sign of E₀ plays no part, and c may be an excited state. The Lean proof applies `variational` to c, rewrites and divides.

```lean
/-- For symmetric `H`, an overlap matrix `S`, `δ ≥ 0` and a solution of `H c = E₀ S c` with
`c·Sc = 1`, the regularized ground energy is at most `E₀ / (1 + δ c·c)`. -/
theorem regularized_le (hH : H.IsSymm) (hS : IsOverlap S) (hδ : 0 ≤ δ)
    (hc : H *ᵥ c = E₀ • (S *ᵥ c)) (hn : c ⬝ᵥ S *ᵥ c = 1)
    (hE : IsGroundEnergy H (regularize S δ) E) : E ≤ E₀ / (1 + δ * (c ⬝ᵥ c)) := by
  have h2 : 0 ≤ c ⬝ᵥ c := Finset.sum_nonneg fun i _ => mul_self_nonneg (c i)
  -- use the unregularized state as a trial vector
  have h := variational hH (isOverlap_regularize hS hδ) hE c
  rw [regularize_mulVec, hc, dotProduct_add, dotProduct_smul, dotProduct_smul, hn,
    smul_eq_mul, smul_eq_mul, mul_one] at h
  rwa [le_div_iff₀ (by positivity)]
```

## (g) A negative ground energy rises with δ

Let 0 ≤ δ₁ < δ₂, with ground energies E₁ and E₂ for S + δ₁1 and S + δ₂1, and let E₁ < 0. Show that

E₁ < E₂.

**Solution.** Take x ≠ 0 with Hx = E₂(S + δ₂1)x, and write N₁ and N₂ for its squared norms x·(S + δ₁1)x and x·(S + δ₂1)x. Then

N₂ = N₁ + (δ₂ − δ₁) x·x > N₁ > 0.

With x as a trial vector for δ₁, (e) gives E₁N₁ ≤ x·Hx = E₂N₂. Since E₁ is negative,

E₁N₂ < E₁N₁ ≤ E₂N₂,

and division by N₂ finishes the argument.

Lean argues by contradiction. Assuming E₂ ≤ E₁, `ha` states E₂N₂ ≤ E₁N₂, `hb` states that −E₁(δ₂ − δ₁) x·x is positive, and `nlinarith` finds the conflict with `h`.

```lean
/-- For symmetric `H` and an overlap matrix `S`, a negative ground energy rises strictly
when the regularization is increased from `δ₁ ≥ 0` to `δ₂ > δ₁`. -/
theorem regularized_strictMono {δ₁ δ₂ E₁ E₂ : ℝ} (hH : H.IsSymm) (hS : IsOverlap S)
    (h₁ : 0 ≤ δ₁) (h₁₂ : δ₁ < δ₂) (hneg : E₁ < 0)
    (hE₁ : IsGroundEnergy H (regularize S δ₁) E₁)
    (hE₂ : IsGroundEnergy H (regularize S δ₂) E₂) : E₁ < E₂ := by
  obtain ⟨x, hx, hHx⟩ := hE₂.1
  have hxx : 0 < x ⬝ᵥ x :=
    lt_of_le_of_ne (Finset.sum_nonneg fun i _ => mul_self_nonneg (x i))
      (Ne.symm (mt dotProduct_self_eq_zero.1 hx))
  have hpos := (isOverlap_regularize hS (h₁.trans h₁₂.le)).2 x hx
  -- use the more strongly regularized state as a trial vector
  have h := variational hH (isOverlap_regularize hS h₁) hE₁ x
  rw [hHx, dotProduct_smul, smul_eq_mul] at h
  simp only [regularize_mulVec, dotProduct_add, dotProduct_smul, smul_eq_mul] at h hpos
  by_contra hcon
  have ha := mul_le_mul_of_nonneg_right (not_lt.1 hcon) hpos.le
  have hb := mul_pos (mul_pos (neg_pos.2 hneg) (sub_pos.2 h₁₂)) hxx
  nlinarith
```

## (h) Regularization underbinds

Let E₀ < 0 be the ground energy for S, with Hc = E₀ Sc and c·Sc = 1. Let δ > 0, and let E be the ground energy for S + δ1. Show that

E₀ < E ≤ E₀ / (1 + δ c·c).

**Solution.** The left inequality is (g) with δ₁ = 0 and δ₂ = δ; the right one is (f). For one electron in the field of fixed nuclei, E₀ < 0 describes a bound state when the zero of energy is that of the electron at rest far away. The energy E enters the theorem as a hypothesis, and (b) and (d) guarantee that it exists.

```lean
/-- Regularizing the overlap underbinds: for symmetric `H`, an overlap matrix `S`, a ground
energy `E₀ < 0` with state `c·Sc = 1`, and `δ > 0`, the ground energy for `S + δ 1` lies
strictly above `E₀` and is at most `E₀ / (1 + δ c·c)`. -/
theorem regularization_underbinds (hH : H.IsSymm) (hS : IsOverlap S)
    (hE₀ : IsGroundEnergy H S E₀) (hneg : E₀ < 0)
    (hc : H *ᵥ c = E₀ • (S *ᵥ c)) (hn : c ⬝ᵥ S *ᵥ c = 1) (hδ : 0 < δ)
    (hE : IsGroundEnergy H (regularize S δ) E) :
    E₀ < E ∧ E ≤ E₀ / (1 + δ * (c ⬝ᵥ c)) := by
  have hz : regularize S 0 = S := by simp [regularize]
  exact ⟨regularized_strictMono hH hS le_rfl hδ hneg (hz.symm ▸ hE₀) hE,
    regularized_le hH hS hδ.le hc hn hE⟩
```

A program that uses this remedy can add δ to the diagonal of S, factorize S + δ1 = LLᵀ and diagonalize L⁻¹H(L⁻¹)ᵀ, whose lowest eigenvalue is E. Suppose that E₀ = −0.5 hartree, c·c = 100 and δ = 10⁻⁴. The denominator is 1.01, so E is at most about −0.49505 hartree, and at most about 4.95 millihartree of binding is lost. A large c·c arises when nearly dependent functions enter with large coefficients of opposite sign.

## (i) When the upper bound is attained

Let Hc = E₀ Sc with c·Sc = 1, E₀ ≠ 0 and δ > 0, and let the ground energy E for S + δ1 equal the bound in (f). Show that

(c·c) Sc = c.

**Solution.** Now E(1 + δ c·c) = E₀ = c·Hc, so c attains the variational bound of the regularized problem. By (c), Hc = E(S + δ1)c. Comparing this with Hc = E₀ Sc gives

(E₀ − E) Sc = Eδ c.

Since E₀ − E = Eδ c·c, and Eδ ≠ 0 because E₀ ≠ 0, division by Eδ gives the claim. So c is an eigenvector of the overlap with eigenvalue 1/(c·c). Lean carries out the comparison component by component, with `mul_left_cancel₀` for the division.

```lean
/-- For symmetric `H`, an overlap matrix `S`, `δ > 0` and a solution of `H c = E₀ S c` with
`c·Sc = 1` and `E₀ ≠ 0`, the upper bound is attained only if `(c·c) S c = c`. -/
theorem overlap_eigenvector_of_eq (hH : H.IsSymm) (hS : IsOverlap S) (hδ : 0 < δ)
    (h0 : E₀ ≠ 0) (hc : H *ᵥ c = E₀ • (S *ᵥ c)) (hn : c ⬝ᵥ S *ᵥ c = 1)
    (hE : IsGroundEnergy H (regularize S δ) E)
    (heq : E = E₀ / (1 + δ * (c ⬝ᵥ c))) : (c ⬝ᵥ c) • (S *ᵥ c) = c := by
  have h2 : 0 ≤ c ⬝ᵥ c := Finset.sum_nonneg fun i _ => mul_self_nonneg (c i)
  have hd : 1 + δ * (c ⬝ᵥ c) ≠ 0 := by positivity
  have hE₀ : E₀ = E * (1 + δ * (c ⬝ᵥ c)) := by rw [heq, div_mul_cancel₀ _ hd]
  have hE0 : E ≠ 0 := by
    intro h
    exact h0 (by rw [hE₀, h, zero_mul])
  have hreg := isOverlap_regularize hS hδ.le
  -- c attains the regularized minimum, so it solves both eigenvalue equations
  have h := eigen_of_attains (c := c) hH hreg.1 (variational hH hreg hE) (by
    rw [regularize_mulVec, hc, dotProduct_add, dotProduct_smul, dotProduct_smul, hn,
      smul_eq_mul, smul_eq_mul, mul_one]
    exact hE₀)
  rw [hc, regularize_mulVec] at h
  ext i
  have hi := congrFun h i
  simp only [Pi.smul_apply, Pi.add_apply, smul_eq_mul] at hi ⊢
  apply mul_left_cancel₀ (mul_ne_zero hE0 hδ.ne')
  linear_combination hi - (S *ᵥ c) i * hE₀
```

## (j) A positive ground energy moves the other way

Let Hc = E₀ Sc with c·Sc = 1, E₀ > 0 and δ > 0. Show that the ground energy E for S + δ1 satisfies

E < E₀.

**Solution.** The normalization forces c ≠ 0, so 1 + δ c·c > 1. By (f),

E ≤ E₀ / (1 + δ c·c) < E₀.

Here E₀ may belong to any state; the case of interest is that it is the ground energy for S. A particle in a harmonic well has a positive ground energy when energy is measured from the bottom of the well. The strict rise in (h) therefore fails for every positive E₀. It fails at E₀ = 0 as well, where (f) gives E ≤ 0.

In Lean, `div_lt_self` supplies the strict step.

```lean
/-- For symmetric `H`, an overlap matrix `S`, `δ > 0` and a solution of `H c = E₀ S c` with
`c·Sc = 1` and `E₀ > 0`, the regularized ground energy lies strictly below `E₀`. -/
theorem regularized_lt_of_pos (hH : H.IsSymm) (hS : IsOverlap S) (hδ : 0 < δ)
    (hpos : 0 < E₀) (hc : H *ᵥ c = E₀ • (S *ᵥ c)) (hn : c ⬝ᵥ S *ᵥ c = 1)
    (hE : IsGroundEnergy H (regularize S δ) E) : E < E₀ := by
  have hc0 : c ≠ 0 := by
    rintro rfl
    simp at hn
  have hcc : 0 < c ⬝ᵥ c :=
    lt_of_le_of_ne (Finset.sum_nonneg fun i _ => mul_self_nonneg (c i))
      (Ne.symm (mt dotProduct_self_eq_zero.1 hc0))
  have hprod := mul_pos hδ hcc
  exact (regularized_le hH hS hδ.le hc hn hE).trans_lt
    (div_lt_self hpos (by linarith))

end OverlapRegularization
```

```lean
#print axioms OverlapRegularization.isOverlap_regularize
#print axioms OverlapRegularization.regularization_underbinds
#print axioms OverlapRegularization.overlap_eigenvector_of_eq
#print axioms OverlapRegularization.regularized_lt_of_pos
```

```
'OverlapRegularization.isOverlap_regularize' depends on axioms: [propext, Classical.choice, Quot.sound]
'OverlapRegularization.regularization_underbinds' depends on axioms: [propext, Classical.choice, Quot.sound]
'OverlapRegularization.overlap_eigenvector_of_eq' depends on axioms: [propext, Classical.choice, Quot.sound]
'OverlapRegularization.regularized_lt_of_pos' depends on axioms: [propext, Classical.choice, Quot.sound]
```
